# Fixed-level CI lowers the energy of N non-interacting two-level H₂ molecules by at most order √N

A configuration of N H₂ molecules is represented here by the set S of molecules that are doubly excited; the rest are in their reference configuration. A wavefunction is a list of real coefficients c(S), one for each subset. The reference energy is zero, a double excitation costs 2D, and K couples the two configurations of a molecule. No term couples different molecules.

If D ≥ 0, so that the excited configuration is not below the reference, truncation at k excited molecules gives E ≥ −2|K|√(kN) for every unit vector. The exact ground-state energy of the model is proportional to N. All energies here are relative to the reference. When K ≠ 0, the fraction of this exact energy recovered by configuration interaction (CI) at any fixed level k therefore tends to zero as N grows. For K ≠ 0 and k ≥ 1 the truncated ground-state energy is negative, but its magnitude grows no faster than √N, so it is not size-extensive.

## Configurations, Hamiltonian and truncation

```lean
import Mathlib

open Finset

namespace HydrogenChainTruncatedCI

noncomputable section
```

This loads Mathlib, Lean's mathematical library, and opens a namespace for the definitions.

```lean
/-- Excite molecule `i` if it is in its reference configuration, de-excite it otherwise. -/
def toggle {N : ℕ} (i : Fin N) (S : Finset (Fin N)) : Finset (Fin N) :=
  if i ∈ S then S.erase i else insert i S
```

`Fin N` is the set of N molecule labels, and `Finset (Fin N)` is the type of its subsets. Write tᵢS for `toggle i S`: molecule i is removed from S if present and added if absent.

```lean
/-- The Hamiltonian of `N` molecules: each excited molecule costs `2 * D`, and `K` couples
configurations that differ in one molecule. -/
def hamiltonian {N : ℕ} (D K : ℝ) (c : Finset (Fin N) → ℝ) : Finset (Fin N) → ℝ :=
  fun S => 2 * D * (S.card : ℝ) * c S + K * ∑ i, c (toggle i S)
```

With |S| for `S.card`, the number of excited molecules, this reads

(Hc)(S) = 2D |S| c(S) + K ∑ᵢ c(tᵢS).

```lean
/-- The quadratic form of the Hamiltonian in the state `c`. -/
def energy {N : ℕ} (D K : ℝ) (c : Finset (Fin N) → ℝ) : ℝ :=
  ∑ S, c S * hamiltonian D K c S
```

The energy is the quadratic form E = ∑_S c(S) (Hc)(S). It is the expectation value when c has unit norm.

```lean
/-- The squared norm of a wavefunction. -/
def normSq {N : ℕ} (c : Finset (Fin N) → ℝ) : ℝ := ∑ S, c S ^ 2
```

This is ‖c‖² = ∑_S c(S)².

```lean
/-- The wavefunction contains no configuration with more than `k` excited molecules. -/
def IsTruncated {N : ℕ} (k : ℕ) (c : Finset (Fin N) → ℝ) : Prop :=
  ∀ S, k < S.card → c S = 0
```

`IsTruncated k c` says that c(S) = 0 whenever |S| > k. The level counts molecules, so k = 1 allows one double excitation in the whole system.

```lean
/-- The lower eigenvalue of the two-level problem of a single molecule. -/
def pairEnergy (D K : ℝ) : ℝ := D - √(D ^ 2 + K ^ 2)
```

Each molecule has the matrix with rows (0, K) and (K, 2D). Its lower eigenvalue is

e = D − √(D² + K²).

```lean
/-- The product-form wavefunction, with one factor `pairEnergy D K / K` per excited molecule. -/
def productState {N : ℕ} (D K : ℝ) : Finset (Fin N) → ℝ :=
  fun S => (pairEnergy D K / K) ^ S.card
```

For K ≠ 0, put r = e/K. The product state then has coefficients p(S) = r^|S|. It is not normalised; the unit vector has coefficients r^|S| / (1 + r²)^(N/2).

## Toggling and the coupling sum

```lean
lemma mem_toggle {N : ℕ} (i : Fin N) (S : Finset (Fin N)) : i ∈ toggle i S ↔ i ∉ S := by
  unfold toggle
  split_ifs with h <;> simp [h]
```

Molecule i is in tᵢS exactly when it is not in S. The proof checks both cases.

```lean
lemma toggle_toggle {N : ℕ} (i : Fin N) (S : Finset (Fin N)) : toggle i (toggle i S) = S := by
  by_cases h : i ∈ S
  · simp [toggle, h, Finset.insert_erase]
  · simp [toggle, h]
```

Toggling twice restores S.

```lean
lemma sum_toggle {N : ℕ} (i : Fin N) (f : Finset (Fin N) → ℝ) :
    ∑ S, f (toggle i S) = ∑ S, f S :=
  Equiv.sum_comp (Function.Involutive.toPerm (toggle i) (toggle_toggle i)) f
```

Toggling therefore only permutes the subsets, and ∑_S f(tᵢS) = ∑_S f(S) for any f.

```lean
/-- The energy is the excitation cost plus the coupling summed over molecules. -/
theorem energy_eq {N : ℕ} (D K : ℝ) (c : Finset (Fin N) → ℝ) :
    energy D K c = ∑ S, 2 * D * (S.card : ℝ) * c S ^ 2
      + K * ∑ i, ∑ S, c S * c (toggle i S) := by
  have h : ∑ i, ∑ S, c S * c (toggle i S) = ∑ S, c S * ∑ i, c (toggle i S) := by
    rw [Finset.sum_comm]
    simp only [Finset.mul_sum]
  rw [h, Finset.mul_sum, ← Finset.sum_add_distrib]
  refine Finset.sum_congr rfl fun S _ => ?_
  unfold hamiltonian
  ring
```

Exchanging the order of the sums gives

E = ∑_S 2D |S| c(S)² + K X, with X = ∑ᵢ ∑_S c(S) c(tᵢS).

```lean
/-- With at most `k` excited molecules, the squared coupling sum is at most `4 k N` times the
fourth power of the norm. -/
theorem coupling_sq_le {N k : ℕ} {c : Finset (Fin N) → ℝ} (hk : IsTruncated k c) :
    (∑ i, ∑ S, c S * c (toggle i S)) ^ 2 ≤ 4 * ((k : ℝ) * N) * normSq c ^ 2 := by
  -- each coupled pair is counted twice; keep the copy in which molecule `i` is excited
  have h1 : ∑ i, ∑ S, c S * c (toggle i S) = 2 * ∑ p : Fin N × Finset (Fin N),
      (if p.1 ∈ p.2 then c p.2 else 0) * c (toggle p.1 p.2) := by
    rw [Fintype.sum_prod_type, Finset.mul_sum]
    refine Finset.sum_congr rfl fun i _ => ?_
    show _ = 2 * ∑ S, (if i ∈ S then c S else 0) * c (toggle i S)
    have h := sum_toggle i (fun S => (if i ∈ S then c S else 0) * c (toggle i S))
    beta_reduce at h
    rw [two_mul]
    refine Eq.trans ?_ (congrArg (_ + ·) h)
    rw [← Finset.sum_add_distrib]
    refine Finset.sum_congr rfl fun S _ => ?_
    by_cases hi : i ∈ S <;> simp [mem_toggle, toggle_toggle, hi, mul_comm]
  have h2 : ∑ p : Fin N × Finset (Fin N), (if p.1 ∈ p.2 then c p.2 else 0) ^ 2
      ≤ (k : ℝ) * normSq c := by
    rw [Fintype.sum_prod_type_right, normSq, Finset.mul_sum]
    refine Finset.sum_le_sum fun S _ => ?_
    have h : ∑ i : Fin N, (if i ∈ S then c S else 0) ^ 2 = (S.card : ℝ) * c S ^ 2 := by
      simp [ite_pow]
    refine h.le.trans ?_
    by_cases hS : k < S.card
    · simp [hk S hS]
    · have h' : (S.card : ℝ) ≤ k := by exact_mod_cast not_lt.1 hS
      exact mul_le_mul_of_nonneg_right h' (sq_nonneg _)
  have h3 : ∑ p : Fin N × Finset (Fin N), c (toggle p.1 p.2) ^ 2 = (N : ℝ) * normSq c := by
    rw [Fintype.sum_prod_type]
    have h : ∀ i : Fin N, ∑ S, c (toggle i S) ^ 2 = normSq c :=
      fun i => sum_toggle i (fun S => c S ^ 2)
    simp [h]
  have hn : 0 ≤ normSq c := Finset.sum_nonneg fun S _ => sq_nonneg _
  have h4 := Finset.sum_mul_sq_le_sq_mul_sq (Finset.univ : Finset (Fin N × Finset (Fin N)))
    (fun p => if p.1 ∈ p.2 then c p.2 else 0) (fun p => c (toggle p.1 p.2))
  beta_reduce at h4
  rw [h3] at h4
  have h5 := mul_le_mul_of_nonneg_right h2 (mul_nonneg (Nat.cast_nonneg (α := ℝ) N) hn)
  rw [h1, mul_pow]
  linarith [h4.trans h5]
```

The claim is X² ≤ 4kN ‖c‖⁴. By hand, each product c(S) c(tᵢS) occurs twice in X, once from S and once from tᵢS. Keeping the copy in which i is excited gives

X = 2 ∑_{(i,S): i∈S} c(S) c(tᵢS).

This is `h1`. Cauchy–Schwarz over the pairs (i, S) then gives

(X/2)² ≤ (∑_{(i,S): i∈S} c(S)²) (∑_{(i,S)} c(tᵢS)²).

A subset S appears |S| times in the first factor, which is therefore ∑_S |S| c(S)² ≤ k‖c‖² (`h2`). The second factor is N‖c‖², because toggling permutes the subsets (`h3`). `h4` is the Cauchy–Schwarz step, and the last lines combine the estimates.

## The bound for truncated wavefunctions

```lean
/-- If `D ≥ 0`, a normalised wavefunction with at most `k` excited molecules has energy at least `-2
|K| √(k N)`. -/
theorem truncated_energy_bound {N k : ℕ} {D K : ℝ} (hD : 0 ≤ D) {c : Finset (Fin N) → ℝ}
    (hc : normSq c = 1) (hk : IsTruncated k c) :
    -(2 * |K| * √((k : ℝ) * N)) ≤ energy D K c := by
  have h := coupling_sq_le hk
  rw [energy_eq]
  have hd : 0 ≤ ∑ S, 2 * D * (S.card : ℝ) * c S ^ 2 :=
    Finset.sum_nonneg fun S _ => by positivity
  generalize ∑ i, ∑ S, c S * c (toggle i S) = X at h ⊢
  rw [hc] at h
  have hX : |X / 2| ≤ √((k : ℝ) * N) := Real.abs_le_sqrt (by linarith [div_pow X 2 2])
  rw [abs_div, abs_two] at hX
  have h1 := mul_le_mul_of_nonneg_left hX (abs_nonneg K)
  have h2 := neg_abs_le (K * X)
  rw [abs_mul] at h2
  linarith
```

The hypotheses are D ≥ 0 (`hD`), unit norm (`hc`) and truncation at level k (`hk`); the conclusion follows the colon. By hand, the diagonal part of E is non-negative and |X| ≤ 2√(kN), so

E ≥ K X ≥ −|K| |X| ≥ −2|K|√(kN).

In Lean, `hd` is the sign of the diagonal part and `hX` is the bound on |X/2|. The tactic `linarith` combines the inequalities.

## The exact energy without truncation

```lean
/-- The lower eigenvalue bounds the energy form of a single two-level molecule. -/
theorem two_level_bound (D K x y : ℝ) :
    pairEnergy D K * (x ^ 2 + y ^ 2) ≤ 2 * D * y ^ 2 + 2 * K * (x * y) := by
  unfold pairEnergy
  have hs : √(D ^ 2 + K ^ 2) ^ 2 = D ^ 2 + K ^ 2 := Real.sq_sqrt (by positivity)
  have h0 := Real.sqrt_nonneg (D ^ 2 + K ^ 2)
  generalize √(D ^ 2 + K ^ 2) = s at hs h0 ⊢
  rcases h0.eq_or_lt with h | h
  · subst h
    have hD : D = 0 := pow_eq_zero_iff two_ne_zero |>.1 (by nlinarith [sq_nonneg D, sq_nonneg K])
    have hK : K = 0 := pow_eq_zero_iff two_ne_zero |>.1 (by nlinarith [sq_nonneg D, sq_nonneg K])
    simp [hD, hK]
  · -- multiplied by `s`, the difference is a sum of two squares
    have e : s * (2 * D * y ^ 2 + 2 * K * (x * y) - (D - s) * (x ^ 2 + y ^ 2))
        = (((s - D) * x + K * y) ^ 2 + (K * x + (s + D) * y) ^ 2) / 2 := by
      linear_combination (x ^ 2 + y ^ 2) / 2 * hs
    have h1 : 0 ≤ s * (2 * D * y ^ 2 + 2 * K * (x * y) - (D - s) * (x ^ 2 + y ^ 2)) := by
      rw [e]; positivity
    linarith [(mul_nonneg_iff_of_pos_left h).1 h1]
```

For one molecule with amplitudes x (reference) and y (excited), the claim is

e(x² + y²) ≤ 2D y² + 2K x y.

Put s = √(D² + K²). If s = 0, then D = K = 0 and both sides vanish. Otherwise, the difference (right side minus left side), multiplied by s, equals

½ [((s − D)x + K y)² + (K x + (s + D)y)²] ≥ 0.

`linear_combination` verifies this identity using s² = D² + K².

```lean
/-- Every wavefunction has energy at least `N` times the single-molecule energy, times its
squared norm. -/
theorem full_energy_bound {N : ℕ} (D K : ℝ) (c : Finset (Fin N) → ℝ) :
    (N : ℝ) * pairEnergy D K * normSq c ≤ energy D K c := by
  have key : ∀ i : Fin N, pairEnergy D K * normSq c ≤
      ∑ S, ((if i ∈ S then 2 * D else 0) * c S ^ 2 + K * (c S * c (toggle i S))) := by
    intro i
    let f : Finset (Fin N) → ℝ := fun S => (if i ∈ S then 2 * D else 0) * c S ^ 2
      + K * (c S * c (toggle i S)) - pairEnergy D K * c S ^ 2
    have h1 := sum_toggle i f
    -- the two configurations differing in molecule `i` form a two-level problem
    have h2 : 0 ≤ ∑ S, (f S + f (toggle i S)) := by
      refine Finset.sum_nonneg fun S _ => ?_
      by_cases hi : i ∈ S
      · simp only [f, mem_toggle, toggle_toggle, hi, not_true_eq_false, ↓reduceIte]
        linarith [two_level_bound D K (c (toggle i S)) (c S)]
      · simp only [f, mem_toggle, toggle_toggle, hi, not_false_eq_true, ↓reduceIte]
        linarith [two_level_bound D K (c S) (c (toggle i S))]
    rw [Finset.sum_add_distrib, h1] at h2
    have h3 : ∑ S, f S = ∑ S, ((if i ∈ S then 2 * D else 0) * c S ^ 2
        + K * (c S * c (toggle i S))) - pairEnergy D K * normSq c := by
      rw [normSq, Finset.mul_sum, ← Finset.sum_sub_distrib]
    linarith
  have h4 : ∑ i : Fin N, ∑ S, (if i ∈ S then 2 * D else 0) * c S ^ 2
      = ∑ S, 2 * D * (S.card : ℝ) * c S ^ 2 := by
    rw [Finset.sum_comm]
    refine Finset.sum_congr rfl fun S _ => ?_
    have h : ∑ i : Fin N, (if i ∈ S then 2 * D else 0) = (S.card : ℝ) * (2 * D) := by simp
    rw [← Finset.sum_mul, h]
    ring
  rw [energy_eq, ← h4, Finset.mul_sum, ← Finset.sum_add_distrib]
  calc (N : ℝ) * pairEnergy D K * normSq c
      = ∑ _i : Fin N, pairEnergy D K * normSq c := by simp [mul_assoc]
    _ ≤ _ := Finset.sum_le_sum fun i _ => by
        rw [Finset.mul_sum, ← Finset.sum_add_distrib]
        exact key i
```

This is N e ‖c‖² ≤ E for every c, with no condition on the sign of D. Fix molecule i. The configurations S and tᵢS form a two-level problem, so the previous inequality applies to their two coefficients. Summing over all S counts each pair twice, and halving gives `key`:

e‖c‖² ≤ ∑_S ([i∈S] 2D c(S)² + K c(S) c(tᵢS)),

where [i∈S] is 1 if i is in S and 0 otherwise. Summing over i turns the brackets into |S| (`h4`) and the right side into E.

```lean
/-- If `K ≠ 0`, the product state satisfies the eigenvalue equation of the Hamiltonian, with `N`
times the single-molecule energy `pairEnergy D K` as eigenvalue. -/
theorem hamiltonian_productState {N : ℕ} (D : ℝ) {K : ℝ} (hK : K ≠ 0) (S : Finset (Fin N)) :
    hamiltonian D K (productState D K) S = N * pairEnergy D K * productState D K S := by
  have hq : pairEnergy D K ^ 2 - 2 * D * pairEnergy D K = K ^ 2 := by
    have hs : √(D ^ 2 + K ^ 2) ^ 2 = D ^ 2 + K ^ 2 := Real.sq_sqrt (by positivity)
    unfold pairEnergy
    linear_combination hs
  have h : ∀ i : Fin N, K * productState D K (toggle i S)
      = (pairEnergy D K - if i ∈ S then 2 * D else 0) * productState D K S := by
    intro i
    have ht : K * (pairEnergy D K / K) = pairEnergy D K := by field_simp
    have ht' : (pairEnergy D K - 2 * D) * (pairEnergy D K / K) = K := by
      rw [← mul_div_assoc, div_eq_iff hK]
      linear_combination hq
    unfold productState toggle
    by_cases hi : i ∈ S
    · rw [if_pos hi, if_pos hi, ← Finset.card_erase_add_one hi, pow_succ]
      linear_combination -(pairEnergy D K / K) ^ (S.erase i).card * ht'
    · rw [if_neg hi, if_neg hi, Finset.card_insert_of_notMem hi, pow_succ]
      linear_combination (pairEnergy D K / K) ^ S.card * ht
  have hs : ∑ i : Fin N, (pairEnergy D K - if i ∈ S then 2 * D else 0)
      = N * pairEnergy D K - (S.card : ℝ) * (2 * D) := by
    simp [Finset.sum_sub_distrib]
  unfold hamiltonian
  rw [Finset.mul_sum, Finset.sum_congr rfl (fun i _ => h i), ← Finset.sum_mul, hs]
  ring
```

For K ≠ 0, the claim is (Hp)(S) = N e p(S). The definition of r gives K r = e, and the eigenvalue equation e² − 2De = K² (`hq`) gives (e − 2D) r = K. Hence

K p(tᵢS) = e p(S) if i ∉ S,
K p(tᵢS) = (e − 2D) p(S) if i ∈ S.

This is `h`. Summing over i gives (N e − 2D|S|) p(S), and the diagonal term of H cancels the part containing |S|.

```lean
/-- If `K ≠ 0`, the least energy of a normalised wavefunction without truncation is `N` times the
single-molecule energy. -/
theorem full_ground_energy (N : ℕ) (D : ℝ) {K : ℝ} (hK : K ≠ 0) :
    IsLeast {E : ℝ | ∃ c : Finset (Fin N) → ℝ, normSq c = 1 ∧ energy D K c = E}
      (N * pairEnergy D K) := by
  constructor
  · let p : Finset (Fin N) → ℝ := productState D K
    have hp : 0 < normSq p := by
      have h := Finset.single_le_sum (f := fun S => p S ^ 2)
        (fun S _ => sq_nonneg (p S)) (Finset.mem_univ (∅ : Finset (Fin N)))
      have h1 : p ∅ = 1 := by simp [p, productState]
      beta_reduce at h
      rw [h1] at h
      unfold normSq
      linarith
    have he : energy D K p = N * pairEnergy D K * normSq p := by
      unfold energy normSq
      rw [Finset.mul_sum]
      refine Finset.sum_congr rfl fun S _ => ?_
      rw [hamiltonian_productState D hK S]
      show p S * (N * pairEnergy D K * p S) = _
      ring
    -- normalise the product state
    obtain ⟨a, ha⟩ : ∃ a : ℝ, a ^ 2 * normSq p = 1 :=
      ⟨(√(normSq p))⁻¹, by rw [inv_pow, Real.sq_sqrt hp.le, inv_mul_cancel₀ hp.ne']⟩
    refine ⟨fun S => a * p S, ?_, ?_⟩
    · rw [← ha]
      unfold normSq
      rw [Finset.mul_sum]
      exact Finset.sum_congr rfl fun S _ => mul_pow _ _ _
    · have hscale : energy D K (fun S => a * p S) = a ^ 2 * energy D K p := by
        unfold energy
        rw [Finset.mul_sum]
        refine Finset.sum_congr rfl fun S _ => ?_
        show a * p S * (2 * D * (S.card : ℝ) * (a * p S) + K * ∑ i, a * p (toggle i S))
          = a ^ 2 * (p S * (2 * D * (S.card : ℝ) * p S + K * ∑ i, p (toggle i S)))
        rw [← Finset.mul_sum]
        ring
      rw [hscale, he]
      linear_combination (N * pairEnergy D K) * ha
  · rintro E ⟨c, hc, rfl⟩
    have h := full_energy_bound D K c
    rwa [hc, mul_one] at h
```

`IsLeast` says that N e belongs to the set of energies of unit vectors and that no member is smaller. The product state has positive norm because p(∅) = 1. Dividing it by its norm gives a unit vector with energy N e, and the bound for arbitrary c excludes anything lower. The exact ground-state energy is therefore extensive.

## The recovered fraction tends to zero

```lean
/-- Let `D ≥ 0` and `K ≠ 0`. At a fixed truncation level `k`, the energy of every normalised
truncated wavefunction lies above `ε` times `N * pairEnergy D K`, for any given `ε > 0`, once `N` is
large enough. -/
theorem truncated_not_extensive {D K : ℝ} (hD : 0 ≤ D) (hK : K ≠ 0) (k : ℕ) {ε : ℝ}
    (hε : 0 < ε) : ∃ N₀ : ℕ, ∀ N ≥ N₀, ∀ c : Finset (Fin N) → ℝ,
      normSq c = 1 → IsTruncated k c → ε * (N * pairEnergy D K) < energy D K c := by
  have he : pairEnergy D K < 0 := by
    have h : 0 < K ^ 2 := by positivity
    have h1 : D < √(D ^ 2 + K ^ 2) := Real.lt_sqrt_of_sq_lt (by linarith)
    unfold pairEnergy
    linarith
  obtain ⟨δ, hδ⟩ : ∃ δ : ℝ, δ = ε * -pairEnergy D K := ⟨_, rfl⟩
  have hδ0 : 0 < δ := by rw [hδ]; exact mul_pos hε (neg_pos.2 he)
  obtain ⟨N₀, h0⟩ := exists_nat_gt (4 * K ^ 2 * k / δ ^ 2)
  refine ⟨N₀, fun N hN c hc hk => ?_⟩
  have h1 : 4 * K ^ 2 * k / δ ^ 2 < (N : ℝ) := h0.trans_le (by exact_mod_cast hN)
  have hNpos : (0 : ℝ) < N := lt_of_le_of_lt (by positivity) h1
  have h2 := (div_lt_iff₀ (by positivity)).1 h1
  -- the square-root bound loses against linear growth
  have h3 : 2 * |K| * √((k : ℝ) * N) < δ * N := by
    refine lt_of_pow_lt_pow_left₀ 2 (by positivity) ?_
    rw [mul_pow, mul_pow, sq_abs, Real.sq_sqrt (by positivity)]
    nlinarith [mul_lt_mul_of_pos_right h2 hNpos]
  have h4 : ε * (N * pairEnergy D K) = -(δ * N) := by rw [hδ]; ring
  linarith [truncated_energy_bound (K := K) hD hc hk]

end

end HydrogenChainTruncatedCI
```

Fix k and ε > 0, with D ≥ 0 and K ≠ 0. The theorem supplies a size N₀ beyond which every truncated unit vector satisfies E > ε N e. Since e < 0, this means that the recovered fraction E/(N e) is below ε.

By hand, set δ = ε|e|. It suffices that 2|K|√(kN) < δN. For N > 0, squaring turns this into

N > 4K²k/δ².

Lean chooses N₀ above this number, proves the square-root inequality in `h3`, and finishes with the truncated bound.

```lean
#print axioms HydrogenChainTruncatedCI.two_level_bound
-- 'HydrogenChainTruncatedCI.two_level_bound' depends on axioms: [propext, Classical.choice, Quot.sound]
#print axioms HydrogenChainTruncatedCI.full_ground_energy
-- 'HydrogenChainTruncatedCI.full_ground_energy' depends on axioms: [propext, Classical.choice, Quot.sound]
#print axioms HydrogenChainTruncatedCI.truncated_not_extensive
-- 'HydrogenChainTruncatedCI.truncated_not_extensive' depends on axioms: [propext, Classical.choice, Quot.sound]
```

## Numbers for D = 3, K = 4 and k = 1

Here e = 3 − 5 = −2, so the exact energy is −2N, while the truncated bound is −8√N. For ε = ½ we have δ = 1, and the condition becomes N > 64. This is sufficient for less than half of the exact energy to be recovered, but not necessary, as the values below show.

The truncated minimum can also be found directly. Within the truncated space, the reference couples only to the symmetric combination of the N one-element sets, with strength K√N, so the lowest energy is

E = D − √(D² + N K²) = 3 − √(9 + 16N).

For N = 1 this is −2, the exact value. For N = 10 it is −10 against an exact −20, and for N = 45 it is −24 against −90. The general bound at N = 45 is about −53.7, so it is valid but not tight.

The model keeps two configurations per molecule and takes D and K as given parameters. It does not derive them from molecular integrals.
